# The force of a switched energy is the mixed force minus $(U_1-U_2)\nabla w$, and a mixed force need not have a potential

At every time step of an adaptive QM/MM simulation, a molecule in the transition region has two descriptions, and the program must pass one force to the integrator. It can differentiate a mixed energy, or it can mix the two forces directly. A differentiable mixed energy is itself a potential from which to form a conserved total energy; a directly mixed force may have no potential.

Let $U_1$ and $U_2$ be the two potential energies, $F_i=-\nabla U_i$ their forces, and $w$ a switching function of the configuration. For differentiable functions, the two choices differ by $(U_1-U_2)\nabla w$. The model has just two potentials and one switching function.

## Configurations, forces and mixtures

```lean
import Mathlib

open InnerProductSpace

namespace AdaptiveQMMM

noncomputable section

variable {E : Type*} [NormedAddCommGroup E] [InnerProductSpace ℝ E] [CompleteSpace E]
```

`E` is the space of configurations: a complete real inner product space. The coordinate space $\mathbb R^n$ with its usual dot product is the case needed for $n$ nuclear coordinates.

```lean
/-- The force of a differentiable potential `U`: minus its gradient. -/
def force (U : E → ℝ) (x : E) : E := -gradient U x
```

For a potential `U : E → ℝ`, this defines $F(x)=-\nabla U(x)$. Here `x` is a whole configuration, not a Cartesian coordinate.

```lean
/-- The mixed energy `w U₁ + (1 - w) U₂` with switching function `w`. -/
def mixedEnergy (w U₁ U₂ : E → ℝ) (x : E) : ℝ := w x * U₁ x + (1 - w x) * U₂ x
```

This is the mixed energy $wU_1+(1-w)U_2$. Nothing confines $w$ to the interval $[0,1]$, so the theorems hold for any real weight.

```lean
/-- The mixed force `w F₁ + (1 - w) F₂`, where `F₁` and `F₂` are the forces of the
differentiable potentials `U₁` and `U₂`. -/
def mixedForce (w U₁ U₂ : E → ℝ) (x : E) : E :=
  w x • force U₁ x + (1 - w x) • force U₂ x
```

This is the mixed force $wF_1+(1-w)F_2$. The symbol `•` multiplies a vector by a number.

```lean
/-- A force field is conservative if it is the force of an everywhere differentiable
potential. -/
def IsConservative (F : E → E) : Prop :=
  ∃ Φ : E → ℝ, Differentiable ℝ Φ ∧ ∀ x, F x = force Φ x
```

A force field $F$ is conservative if some $\Phi$, differentiable everywhere, satisfies $F=-\nabla\Phi$ everywhere. Differentiability is demanded separately because Lean's `gradient` is zero where a function has no derivative.

To apply the results on conservative forces to a real system, one must take its computed energies to be differentiable functions on all of `E`. Coulomb energies, for example, are not when nuclei coincide.

## Gradients tested along a direction

```lean
/-- The component of the gradient along `v` is the derivative in the direction `v`, for a
function differentiable at `x`. -/
theorem inner_gradient {f : E → ℝ} {f' : E →L[ℝ] ℝ} {x : E} (h : HasFDerivAt f f' x)
    (v : E) : inner ℝ (gradient f x) v = f' v := by
  rw [gradient, InnerProductSpace.toDual_symm_apply, h.fderiv]
```

`HasFDerivAt f f' x` says that $f$ has derivative $f'$ at $x$, where $f'$ is a linear map taking a direction $v$ to the rate of change along $v$. The theorem is the familiar $\langle\nabla f(x),v\rangle=f'(v)$. It follows from the definition of the gradient as the vector that represents the derivative.

```lean
/-- The component of the force along `v` is minus the derivative of the potential in the
direction `v`, for a potential differentiable at `x`. -/
theorem inner_force {U : E → ℝ} {U' : E →L[ℝ] ℝ} {x : E} (h : HasFDerivAt U U' x)
    (v : E) : inner ℝ (force U x) v = -U' v := by
  rw [force, inner_neg_left, inner_gradient h]
```

With the minus sign of the force, $\langle F(x),v\rangle=-U'(v)$. These two lemmas turn equations between vectors into equations between numbers.

## The term that force mixing omits

```lean
/-- For `w`, `U₁`, `U₂` differentiable at `x`, the force of the mixed energy is the mixed
force minus `(U₁ - U₂) ∇w`. -/
theorem force_mixedEnergy {w U₁ U₂ : E → ℝ} {x : E} (hw : DifferentiableAt ℝ w x)
    (h₁ : DifferentiableAt ℝ U₁ x) (h₂ : DifferentiableAt ℝ U₂ x) :
    force (mixedEnergy w U₁ U₂) x
      = mixedForce w U₁ U₂ x - (U₁ x - U₂ x) • gradient w x := by
  -- product rule for the mixed energy
  have h : HasFDerivAt (mixedEnergy w U₁ U₂)
      (w x • fderiv ℝ U₁ x + U₁ x • fderiv ℝ w x
        + ((1 - w x) • fderiv ℝ U₂ x + U₂ x • (0 - fderiv ℝ w x))) x :=
    (hw.hasFDerivAt.mul h₁.hasFDerivAt).add
      (((hasFDerivAt_const (1 : ℝ) x).sub hw.hasFDerivAt).mul h₂.hasFDerivAt)
  -- compare components along an arbitrary direction
  refine ext_inner_right ℝ fun v => ?_
  rw [inner_force h]
  simp only [mixedForce, inner_sub_left, inner_add_left, real_inner_smul_left,
    inner_force h₁.hasFDerivAt, inner_force h₂.hasFDerivAt, inner_gradient hw.hasFDerivAt,
    add_apply, smul_apply, sub_apply, zero_apply, smul_eq_mul]
  ring
```

The hypotheses `hw`, `h₁` and `h₂` require differentiability only at the point $x$. By hand, the product rule gives

$$\nabla\big(wU_1+(1-w)U_2\big)=w\nabla U_1+U_1\nabla w+(1-w)\nabla U_2-U_2\nabla w .$$

Changing the sign and collecting terms gives

$$-\nabla\big(wU_1+(1-w)U_2\big)=wF_1+(1-w)F_2-(U_1-U_2)\nabla w .$$

In the proof, `h` is the product rule. `ext_inner_right` reduces equality of vectors to equality of their components along every $v$, and `ring` collects the terms.

```lean
/-- For `w`, `U₁`, `U₂` differentiable at `x`, the force of the mixed energy equals the mixed
force at `x` exactly when the two potentials agree there or the gradient of `w` vanishes. -/
theorem force_mixedEnergy_eq_mixedForce_iff {w U₁ U₂ : E → ℝ} {x : E}
    (hw : DifferentiableAt ℝ w x) (h₁ : DifferentiableAt ℝ U₁ x)
    (h₂ : DifferentiableAt ℝ U₂ x) :
    force (mixedEnergy w U₁ U₂) x = mixedForce w U₁ U₂ x
      ↔ U₁ x = U₂ x ∨ gradient w x = 0 := by
  rw [force_mixedEnergy hw h₁ h₂, sub_eq_self, smul_eq_zero, sub_eq_zero]
```

The two forces agree at $x$ exactly when $(U_1-U_2)\nabla w=0$. A number times a vector vanishes only if one of them does, so either $U_1(x)=U_2(x)$ or $\nabla w(x)=0$.

## A condition for the mixed force to have a potential

```lean
/-- Let `U₁`, `U₂` be differentiable, and twice differentiable at `x`, and `w` differentiable
at `x`. If the mixed force is conservative, the antisymmetric product of `∇w` and the force
difference `F₁ - F₂` vanishes at `x`. -/
theorem IsConservative.gradient_wedge_eq_zero {w U₁ U₂ : E → ℝ} {x : E}
    (hc : IsConservative (mixedForce w U₁ U₂)) (hw : DifferentiableAt ℝ w x)
    (h₁ : Differentiable ℝ U₁) (h₂ : Differentiable ℝ U₂)
    (h₁' : DifferentiableAt ℝ (fderiv ℝ U₁) x)
    (h₂' : DifferentiableAt ℝ (fderiv ℝ U₂) x) (a b : E) :
    inner ℝ (gradient w x) a * inner ℝ (force U₁ x - force U₂ x) b
      - inner ℝ (gradient w x) b * inner ℝ (force U₁ x - force U₂ x) a = 0 := by
  obtain ⟨Φ, hΦ, hF⟩ := hc
  -- the derivative of the potential is the mixture of the two derivatives
  have hd : ∀ y, HasFDerivAt Φ (w y • fderiv ℝ U₁ y + (1 - w y) • fderiv ℝ U₂ y) y := by
    intro y
    have e : fderiv ℝ Φ y = w y • fderiv ℝ U₁ y + (1 - w y) • fderiv ℝ U₂ y := by
      ext v
      have hv := congrArg (fun z => inner ℝ z v) (hF y)
      simp only [mixedForce, inner_add_left, real_inner_smul_left,
        inner_force (h₁ y).hasFDerivAt, inner_force (h₂ y).hasFDerivAt,
        inner_force (hΦ y).hasFDerivAt] at hv
      simp only [add_apply, smul_apply, smul_eq_mul]
      linarith
    rw [← e]
    exact (hΦ y).hasFDerivAt
  have hx : HasFDerivAt (fun y => w y • fderiv ℝ U₁ y + (1 - w y) • fderiv ℝ U₂ y)
      (w x • fderiv ℝ (fderiv ℝ U₁) x + (fderiv ℝ w x).smulRight (fderiv ℝ U₁ x)
        + ((1 - w x) • fderiv ℝ (fderiv ℝ U₂) x
          + (0 - fderiv ℝ w x).smulRight (fderiv ℝ U₂ x))) x :=
    (hw.hasFDerivAt.smul h₁'.hasFDerivAt).add
      (((hasFDerivAt_const (1 : ℝ) x).sub hw.hasFDerivAt).smul h₂'.hasFDerivAt)
  -- all three second derivatives are symmetric
  have hs := second_derivative_symmetric hd hx a b
  have s₁ := second_derivative_symmetric (fun y => (h₁ y).hasFDerivAt) h₁'.hasFDerivAt a b
  have s₂ := second_derivative_symmetric (fun y => (h₂ y).hasFDerivAt) h₂'.hasFDerivAt a b
  simp only [add_apply, smul_apply, sub_apply, ContinuousLinearMap.smulRight_apply,
    zero_apply, smul_eq_mul] at hs
  simp only [inner_sub_left, inner_gradient hw.hasFDerivAt,
    inner_force (h₁ x).hasFDerivAt, inner_force (h₂ x).hasFDerivAt]
  linear_combination -hs + w x * s₁ + (1 - w x) * s₂
```

Suppose that the mixed force has a potential $\Phi$. Writing $D$ for the derivative, we have at every point $y$

$$D\Phi(y)=w(y)\,DU_1(y)+(1-w(y))\,DU_2(y).$$

Differentiate this at $x$ along $a$ and evaluate the result on $b$:

$$D^2\Phi(a,b)=w\,D^2U_1(a,b)+(1-w)\,D^2U_2(a,b)+Dw(a)\,\big(DU_1-DU_2\big)(b).$$

All three second derivatives are symmetric in $a$ and $b$. Exchanging $a$ and $b$ and subtracting therefore removes them and leaves

$$Dw(a)\,(DU_1-DU_2)(b)-Dw(b)\,(DU_1-DU_2)(a)=0 .$$

Since $F_1-F_2=-\nabla(U_1-U_2)$, a change of sign gives the stated equation. It says that $\nabla w$ and $F_1-F_2$ are linearly dependent at $x$; in three dimensions, their cross product vanishes. In one dimension the condition is always met.

In the proof, `hd` is the first displayed formula and `hx` its derivative. The symmetries are `hs`, `s₁` and `s₂`, and `linear_combination` does the subtraction. Only $U_1$ and $U_2$ are assumed twice differentiable at $x$; for $\Phi$ this follows from the formula.

## Switching on the energy gap

```lean
/-- If the switching function is a continuous function `g` of the energy gap `U₁ - U₂` of two
differentiable potentials, the mixed force is conservative. -/
theorem isConservative_of_gap_switching {U₁ U₂ : E → ℝ} {g : ℝ → ℝ} (hg : Continuous g)
    (h₁ : Differentiable ℝ U₁) (h₂ : Differentiable ℝ U₂) :
    IsConservative (mixedForce (fun x => g (U₁ x - U₂ x)) U₁ U₂) := by
  -- the potential is `U₂` plus the integral of `g` up to the gap
  have key : ∀ x, HasFDerivAt (fun x => U₂ x + ∫ s in (0 : ℝ)..(U₁ x - U₂ x), g s)
      (fderiv ℝ U₂ x + g (U₁ x - U₂ x) • (fderiv ℝ U₁ x - fderiv ℝ U₂ x)) x := by
    intro x
    have hgap : HasFDerivAt (fun y => U₁ y - U₂ y) (fderiv ℝ U₁ x - fderiv ℝ U₂ x) x :=
      (h₁ x).hasFDerivAt.sub (h₂ x).hasFDerivAt
    have hint : HasDerivAt (fun t => ∫ s in (0 : ℝ)..t, g s) (g (U₁ x - U₂ x))
        (U₁ x - U₂ x) := (hg.integral_hasStrictDerivAt 0 (U₁ x - U₂ x)).hasDerivAt
    have hcomp := HasDerivAt.comp_hasFDerivAt (f := fun y => U₁ y - U₂ y) x hint hgap
    exact (h₂ x).hasFDerivAt.add hcomp
  refine ⟨_, fun x => (key x).differentiableAt, fun x => ext_inner_right ℝ fun v => ?_⟩
  rw [inner_force (key x)]
  simp only [mixedForce, inner_add_left, real_inner_smul_left,
    inner_force (h₁ x).hasFDerivAt, inner_force (h₂ x).hasFDerivAt,
    add_apply, smul_apply, sub_apply, smul_eq_mul]
  ring
```

If $w=g(U_1-U_2)$ with $g$ continuous, a potential can be written down:

$$\Phi=U_2+\int_0^{U_1-U_2}g(s)\,ds .$$

The fundamental theorem of calculus and the chain rule give

$$\nabla\Phi=\nabla U_2+g(U_1-U_2)\,(\nabla U_1-\nabla U_2)=w\nabla U_1+(1-w)\nabla U_2 ,$$

so $-\nabla\Phi$ is the mixed force. In the proof, `hint` is the fundamental theorem, `hcomp` the chain rule and `key` the resulting derivative. This $\Phi$ is in general not the mixed energy. A constant weight is included, as a constant $g$.

## A mixed force on the plane without a potential

```lean
/-- The Euclidean plane. -/
abbrev Plane := EuclideanSpace ℝ (Fin 2)
```

`Plane` is $\mathbb R^2$ with the Euclidean inner product. Lean counts coordinates from zero, so a point is $p=(p_0,p_1)$, usually written $(x,y)$.

```lean
/-- The derivative of a Cartesian coordinate of the plane is the projection on it. -/
theorem hasFDerivAt_coord (i : Fin 2) (p : Plane) :
    HasFDerivAt (fun q : Plane => q i) (EuclideanSpace.proj i : Plane →L[ℝ] ℝ) p :=
  (EuclideanSpace.proj i : Plane →L[ℝ] ℝ).hasFDerivAt
```

The derivative of the coordinate $p_i$ is the linear map that picks out component $i$ of a direction.

```lean
/-- On the plane with `w = x`, `U₁ = y` and `U₂ = 0`, the mixed force is `(0, -x)`. -/
theorem mixedForce_plane (p : Plane) :
    mixedForce (fun q : Plane => q 0) (fun q => q 1) (fun _ => 0) p = !₂[0, -p 0] := by
  refine ext_inner_right ℝ fun v => ?_
  have hr : inner ℝ (!₂[0, -p 0] : Plane) v = -(p 0 * v 1) := by
    simp [PiLp.inner_apply, Fin.sum_univ_two, mul_comm]
  rw [hr]
  simp only [mixedForce, inner_add_left, real_inner_smul_left,
    inner_force (hasFDerivAt_coord 1 p), inner_force (hasFDerivAt_const (0 : ℝ) p)]
  simp
```

Take $w=p_0$, $U_1=p_1$ and $U_2=0$. Then $F_1=(0,-1)$ and $F_2=(0,0)$, so the mixed force is $p_0F_1=(0,-p_0)$. The notation `!₂[0, -p 0]` is this vector, and the proof compares components along an arbitrary `v`.

```lean
/-- The force field `(0, -x)` on the plane is the force of no differentiable potential. -/
theorem not_isConservative_plane :
    ¬ IsConservative (fun p : Plane => (!₂[0, -p 0] : Plane)) := by
  intro hc
  rw [← funext mixedForce_plane] at hc
  have d₁ : fderiv ℝ (fun q : Plane => q 1)
      = fun _ => (EuclideanSpace.proj 1 : Plane →L[ℝ] ℝ) :=
    funext fun p => (hasFDerivAt_coord 1 p).fderiv
  have d₂ : fderiv ℝ (fun _ : Plane => (0 : ℝ)) = fun _ => 0 :=
    funext fun p => (hasFDerivAt_const (0 : ℝ) p).fderiv
  -- test the antisymmetric product on the two coordinate directions at the origin
  have h := hc.gradient_wedge_eq_zero (x := 0) (hasFDerivAt_coord 0 0).differentiableAt
    (fun p => (hasFDerivAt_coord 1 p).differentiableAt)
    (fun p => (hasFDerivAt_const (0 : ℝ) p).differentiableAt)
    (by rw [d₁]; exact differentiableAt_const _)
    (by rw [d₂]; exact differentiableAt_const _) !₂[1, 0] !₂[0, 1]
  simp only [inner_sub_left, inner_gradient (hasFDerivAt_coord 0 0),
    inner_force (hasFDerivAt_coord 1 0),
    inner_force (hasFDerivAt_const (0 : ℝ) (0 : Plane))] at h
  simp at h

end

end AdaptiveQMMM
```

The symbol `¬` means "not". If $(0,-p_0)$ had a potential, the antisymmetric product would vanish at the origin. There $\nabla w=(1,0)$ and $F_1-F_2=(0,-1)$. With $a=(1,0)$ and $b=(0,1)$ the product is

$$1\cdot(-1)-0\cdot 0=-1\neq 0 ,$$

a contradiction. In the proof, `d₁` and `d₂` record that the derivatives of $U_1$ and $U_2$ are constant, which supplies the required second derivatives.

A line integral, added here as an illustration in ordinary calculus, shows the physical effect. Once counter-clockwise around the unit square, where $w$ stays between 0 and 1, this force does work $-1$. In the other direction the work is $+1$, so a particle guided round the square without friction would gain one unit of energy on every lap.

```lean
#print axioms AdaptiveQMMM.force_mixedEnergy_eq_mixedForce_iff
-- 'AdaptiveQMMM.force_mixedEnergy_eq_mixedForce_iff' depends on axioms: [propext, Classical.choice, Quot.sound]
#print axioms AdaptiveQMMM.isConservative_of_gap_switching
-- 'AdaptiveQMMM.isConservative_of_gap_switching' depends on axioms: [propext, Classical.choice, Quot.sound]
#print axioms AdaptiveQMMM.not_isConservative_plane
-- 'AdaptiveQMMM.not_isConservative_plane' depends on axioms: [propext, Classical.choice, Quot.sound]
```
